# For no-pair states of a Hermitian H, the E1 gauge difference is the matrix element of HQr − rQH

A relativistic transition code can compute an electric-dipole (E1) amplitude, in the long-wavelength limit, in both length and velocity form and use their agreement as a check on the states. If the states come from a no-pair calculation, the two forms can disagree even when every matrix element is correct. The disagreement has a closed form, which a code that can also represent the discarded states can evaluate and subtract.

## The gauge difference and its bound

Let P be the orthogonal projection onto the space kept in the calculation, usually the positive-energy space, and let Q = 1 − P. Let H be the Hermitian Hamiltonian and r the transition operator, for instance one Cartesian component of the position. A no-pair state a of energy Ea satisfies Pa = a and PHa = Ea a, and b does the same with Eb. The inner product ⟨x, y⟩ is conjugate-linear in x. Define the gauge difference

D(r) = ⟨a, (Hr − rH)b⟩ − (Ea − Eb)⟨a, rb⟩.

Then

D(r) = ⟨a, (HQr − rQH)b⟩,

and for Hermitian r

|D(r)| ≤ ‖QHa‖ ‖Qrb‖ + ‖Qra‖ ‖QHb‖.

The states need not be normalised. For values that refer to unit vectors, divide both sides by ‖a‖ ‖b‖.

## Length and velocity amplitudes in a no-pair code

For a Dirac Hamiltonian with local potentials, Hr − rH = −iħcα, where c is the speed of light and α is the matching component of the Dirac matrices. For several electrons, r and α become sums over electrons; the Coulomb and frequency-independent Breit terms contain no momenta and commute with r. In the long-wavelength limit, the first term of D(r) is therefore the velocity amplitude up to a constant factor, and the second is the length amplitude times the energy difference. Codes that keep retardation use other E1 operators, which reduce to these only in that limit.

If the code compares amplitudes after dividing by Ea − Eb, the discrepancy is D(r)/(Ea − Eb), so a small correction can look large for close levels. A sharper test subtracts ⟨a, (HQr − rQH)b⟩ first. With matrices, this test applies to the commutator of the matrices of H and r. A matrix of α computed from integrals can differ from that commutator because the basis is incomplete.

If P commutes with H, then Ha = HPa = PHa = Ea a, and likewise for b, so the correction vanishes. It can appear when P is built from orbitals in one potential while H contains another potential or the electron-electron interaction.

## Inserting P + Q between H and r

Since P + Q = 1,

⟨a, (Hr − rH)b⟩ = ⟨a, HPrb⟩ − ⟨a, rPHb⟩ + ⟨a, (HQr − rQH)b⟩.

H and P are Hermitian and Ea is real, so the first two terms are

⟨a, HPrb⟩ = ⟨Ha, Prb⟩ = ⟨PHa, rb⟩ = Ea⟨a, rb⟩,

⟨a, rPHb⟩ = Eb⟨a, rb⟩.

Subtracting (Ea − Eb)⟨a, rb⟩ gives the identity. For Hermitian r, the relations Q² = Q and Q† = Q turn the correction into

⟨QHa, Qrb⟩ − ⟨Qra, QHb⟩,

and the triangle and Cauchy–Schwarz inequalities give the bound.

The residuals u = Ha − Ea a and v = Hb − Eb b say when the correction disappears for every Hermitian r. Because PHa = Ea a, any vector x with Px = x satisfies

⟨x, u⟩ = ⟨x, PHa⟩ − Ea⟨x, a⟩ = 0,

and in the same way ⟨x, v⟩ = 0. From ⟨a, v⟩ = 0 and ⟨u, b⟩ = 0 one gets ⟨a, Hb⟩ = Eb⟨a, b⟩ and ⟨Ha, b⟩ = Ea⟨a, b⟩. The left sides are equal, so ⟨a, b⟩ = 0 when Ea ≠ Eb.

Expanding the definition of D(r) gives

D(r) = ⟨u, rb⟩ − ⟨a, rv⟩.

If u = v = 0, the gauges agree. Conversely, let a and b be nonzero, let Ea ≠ Eb, and suppose that D(r) = 0 for every Hermitian r. The choice r = |u⟩⟨b| + |b⟩⟨u| gives rb = ‖b‖² u and rv = ⟨u, v⟩b, hence

D(r) = ‖b‖² ‖u‖²,

so u = 0. The choice r = |v⟩⟨a| + |a⟩⟨v| gives rb = ⟨v, b⟩a and rv = ‖v‖² a, hence

D(r) = −‖a‖² ‖v‖²,

so v = 0. Both states are then eigenvectors of the full H.

A three-level example shows a nonzero correction. In an orthonormal basis e₁, e₂, e₃, let P keep the first two levels. Let H have diagonal 2, 1, −1 and a real coupling p between levels one and three. Let r have element 1 between levels one and two, and a real element s between levels two and three. With a = e₁ and b = e₂,

QHa = p e₃,  Qrb = s e₃,  QHb = 0.

The correction is ps: the commutator element is 1 + ps and the length term is 1. With s = 0 and p ≠ 0 the gauges agree although a is not an eigenvector of H. Agreement for one r is thus no proof that the states solve the unprojected problem.

## The Lean file

```lean
import Mathlib

open scoped InnerProductSpace
open Matrix

namespace NoPairGauge

noncomputable section

variable {V : Type*} [NormedAddCommGroup V] [InnerProductSpace ℂ V]

/-- A no-pair state of energy `E`: a vector `a`, possibly zero, with `P a = a` that solves the
equation `P H a = E a`. -/
structure NoPairState (P H : Module.End ℂ V) (E : ℝ) (a : V) : Prop where
  mem : P a = a
  eig : P (H a) = (E : ℂ) • a

/-- The correction operator `H Q r - r Q H`, with `Q = 1 - P`. -/
def pairCorrection (P H r : Module.End ℂ V) : Module.End ℂ V :=
  H * (1 - P) * r - r * (1 - P) * H

/-- For no-pair states `a`, `b` of a symmetric Hamiltonian `H` and an orthogonal projection `P`, the
commutator matrix element of `r` differs from `(Ea - Eb)` times the matrix element of `r` by the
matrix element of `pairCorrection P H r`. -/
theorem gauge_difference {P H : Module.End ℂ V} (hP : LinearMap.IsSymmetricProjection P)
    (hH : LinearMap.IsSymmetric H) (r : Module.End ℂ V) {Ea Eb : ℝ} {a b : V}
    (ha : NoPairState P H Ea a) (hb : NoPairState P H Eb b) :
    ⟪a, (H * r - r * H) b⟫_ℂ - ((Ea : ℂ) - Eb) * ⟪a, r b⟫_ℂ
      = ⟪a, pairCorrection P H r b⟫_ℂ := by
  -- the terms with `P` between `H` and `r` reproduce the energies
  have h1 : ⟪a, H (P (r b))⟫_ℂ = Ea * ⟪a, r b⟫_ℂ := by
    rw [← hH a, ← hP.isSymmetric (H a), ha.eig, inner_smul_left, Complex.conj_ofReal]
  have h2 : ⟪a, r (P (H b))⟫_ℂ = Eb * ⟪a, r b⟫_ℂ := by
    rw [hb.eig, map_smul, inner_smul_right]
  simp only [pairCorrection, LinearMap.sub_apply, Module.End.mul_apply, Module.End.one_apply,
    map_sub, inner_sub_right, h1, h2]
  ring

/-- For an orthogonal projection `P`, symmetric `H` and `r`, and `Q = 1 - P`, the gauge difference
between two no-pair states is at most `‖Q H a‖ ‖Q r b‖ + ‖Q r a‖ ‖Q H b‖` in absolute value. -/
theorem gauge_difference_bound {P H r : Module.End ℂ V}
    (hP : LinearMap.IsSymmetricProjection P) (hH : LinearMap.IsSymmetric H)
    (hr : LinearMap.IsSymmetric r) {Ea Eb : ℝ} {a b : V}
    (ha : NoPairState P H Ea a) (hb : NoPairState P H Eb b) :
    ‖⟪a, (H * r - r * H) b⟫_ℂ - ((Ea : ℂ) - Eb) * ⟪a, r b⟫_ℂ‖
      ≤ ‖(1 - P) (H a)‖ * ‖(1 - P) (r b)‖ + ‖(1 - P) (r a)‖ * ‖(1 - P) (H b)‖ := by
  have e : P * P = P := hP.isIdempotentElem
  -- Q is itself an orthogonal projection
  have hQ : ∀ x y : V, ⟪x, (1 - P) y⟫_ℂ = ⟪(1 - P) x, (1 - P) y⟫_ℂ := by
    intro x y
    have e1 : P (P y) = P y := LinearMap.congr_fun e y
    have e2 : ⟪P x, y⟫_ℂ = ⟪x, P y⟫_ℂ := hP.isSymmetric x y
    have e3 : ⟪P x, P y⟫_ℂ = ⟪x, P y⟫_ℂ := by rw [hP.isSymmetric x, e1]
    simp only [LinearMap.sub_apply, Module.End.one_apply, inner_sub_left, inner_sub_right,
      e2, e3]
    ring
  have key : ⟪a, pairCorrection P H r b⟫_ℂ
      = ⟪(1 - P) (H a), (1 - P) (r b)⟫_ℂ - ⟪(1 - P) (r a), (1 - P) (H b)⟫_ℂ := by
    rw [← hQ (H a), ← hQ (r a), hH a, hr a]
    simp only [pairCorrection, LinearMap.sub_apply, Module.End.mul_apply,
      Module.End.one_apply, map_sub, inner_sub_right]
  rw [gauge_difference hP hH r ha hb, key]
  exact (norm_sub_le _ _).trans
    (add_le_add (norm_inner_le_norm _ _) (norm_inner_le_norm _ _))

/-- The residual `H a - E a` of a no-pair state is orthogonal to every vector `c` in the range
of the orthogonal projection `P`. -/
theorem residual_orthogonal {P H : Module.End ℂ V} (hP : LinearMap.IsSymmetricProjection P)
    {E : ℝ} {a c : V} (ha : NoPairState P H E a) (hc : P c = c) :
    ⟪c, H a - (E : ℂ) • a⟫_ℂ = 0 := by
  have h : ⟪c, H a⟫_ℂ = ⟪c, P (H a)⟫_ℂ := by
    rw [← hP.isSymmetric c, hc]
  rw [inner_sub_right, h, ha.eig, sub_self]

/-- For an orthogonal projection `P` and a symmetric Hamiltonian `H`, no-pair states with different
energies are orthogonal. -/
theorem orthogonal_of_energy_ne {P H : Module.End ℂ V}
    (hP : LinearMap.IsSymmetricProjection P) (hH : LinearMap.IsSymmetric H)
    {Ea Eb : ℝ} {a b : V} (ha : NoPairState P H Ea a) (hb : NoPairState P H Eb b)
    (hE : Ea ≠ Eb) : ⟪a, b⟫_ℂ = 0 := by
  have h1 := residual_orthogonal hP hb ha.mem
  have h2 := inner_eq_zero_symm.mp (residual_orthogonal hP ha hb.mem)
  rw [inner_sub_right, inner_smul_right] at h1
  rw [inner_sub_left, inner_smul_left, Complex.conj_ofReal, hH a b] at h2
  have h3 : ((Ea : ℂ) - Eb) * ⟪a, b⟫_ℂ = 0 := by linear_combination h1 - h2
  have h4 : (Ea : ℂ) - Eb ≠ 0 := sub_ne_zero.mpr (by exact_mod_cast hE)
  exact (mul_eq_zero.mp h3).resolve_left h4

/-- The operator `|x⟩⟨y| + |y⟩⟨x|`. -/
def exchange (x y : V) : Module.End ℂ V where
  toFun z := ⟪y, z⟫_ℂ • x + ⟪x, z⟫_ℂ • y
  map_add' z w := by
    simp only [inner_add_right]
    module
  map_smul' c z := by
    simp only [inner_smul_right, RingHom.id_apply]
    module

/-- The operator `|x⟩⟨y| + |y⟩⟨x|` is symmetric. -/
theorem exchange_symmetric (x y : V) : LinearMap.IsSymmetric (exchange x y) := by
  intro z w
  change ⟪⟪y, z⟫_ℂ • x + ⟪x, z⟫_ℂ • y, w⟫_ℂ = ⟪z, ⟪y, w⟫_ℂ • x + ⟪x, w⟫_ℂ • y⟫_ℂ
  simp only [inner_add_left, inner_add_right, inner_smul_left, inner_smul_right,
    inner_conj_symm]
  ring

/-- For an orthogonal projection `P`, a symmetric `H` and nonzero no-pair states of different
energies, the commutator element equals `(Ea - Eb)` times the matrix element of `r` for every
symmetric `r` exactly when both states are eigenvectors of the unprojected `H`. -/
theorem gauges_agree_iff {P H : Module.End ℂ V} (hP : LinearMap.IsSymmetricProjection P)
    (hH : LinearMap.IsSymmetric H) {Ea Eb : ℝ} {a b : V}
    (ha : NoPairState P H Ea a) (hb : NoPairState P H Eb b)
    (ha0 : a ≠ 0) (hb0 : b ≠ 0) (hE : Ea ≠ Eb) :
    (∀ r : Module.End ℂ V, LinearMap.IsSymmetric r →
      ⟪a, (H * r - r * H) b⟫_ℂ = ((Ea : ℂ) - Eb) * ⟪a, r b⟫_ℂ)
      ↔ H a = (Ea : ℂ) • a ∧ H b = (Eb : ℂ) • b := by
  -- the gauge difference in terms of the two residuals
  have key : ∀ r : Module.End ℂ V,
      ⟪a, (H * r - r * H) b⟫_ℂ - ((Ea : ℂ) - Eb) * ⟪a, r b⟫_ℂ
        = ⟪H a - (Ea : ℂ) • a, r b⟫_ℂ - ⟪a, r (H b - (Eb : ℂ) • b)⟫_ℂ := by
    intro r
    simp only [LinearMap.sub_apply, Module.End.mul_apply, map_sub, map_smul, inner_sub_left,
      inner_sub_right, inner_smul_left, inner_smul_right, Complex.conj_ofReal, hH a (r b)]
    ring
  constructor
  · intro h
    have app : ∀ x y z : V, exchange x y z = ⟪y, z⟫_ℂ • x + ⟪x, z⟫_ℂ • y :=
      fun _ _ _ => rfl
    have hab := orthogonal_of_energy_ne hP hH ha hb hE
    have hub := inner_eq_zero_symm.mp (residual_orthogonal hP ha hb.mem)
    have hua := inner_eq_zero_symm.mp (residual_orthogonal hP ha ha.mem)
    have hbv := residual_orthogonal hP hb hb.mem
    have hav := residual_orthogonal hP hb ha.mem
    constructor
    · -- test with the operator that couples b to the residual of a
      have k := key (exchange (H a - (Ea : ℂ) • a) b)
      rw [h _ (exchange_symmetric _ _), sub_self] at k
      simp only [app, inner_add_right, inner_smul_right, hab, hub, hbv, mul_zero, zero_mul,
        add_zero, sub_zero] at k
      have k' := (mul_eq_zero.mp k.symm).resolve_left (inner_self_ne_zero.mpr hb0)
      exact sub_eq_zero.mp (inner_self_eq_zero.mp k')
    · -- test with the operator that couples a to the residual of b
      have k := key (exchange (H b - (Eb : ℂ) • b) a)
      rw [h _ (exchange_symmetric _ _), sub_self] at k
      simp only [app, inner_add_right, inner_smul_right, hab, hua, hav, mul_zero, zero_mul,
        zero_add, zero_sub] at k
      have k' := (mul_eq_zero.mp (neg_eq_zero.mp k.symm)).resolve_right
        (inner_self_ne_zero.mpr ha0)
      exact sub_eq_zero.mp (inner_self_eq_zero.mp k')
  · rintro ⟨h1, h2⟩ r -
    have k := key r
    rw [h1, h2, sub_self, sub_self, map_zero, inner_zero_left, inner_zero_right,
      sub_self] at k
    exact sub_eq_zero.mp k

/-- The operator on three-level state space given by a complex 3 by 3 matrix. -/
def matOp (A : Matrix (Fin 3) (Fin 3) ℂ) : Module.End ℂ (EuclideanSpace ℂ (Fin 3)) where
  toFun x := WithLp.toLp 2 (A *ᵥ x.ofLp)
  map_add' x y := by simp [Matrix.mulVec_add]
  map_smul' c x := by simp [Matrix.mulVec_smul]

/-- Projection onto the first two levels. -/
def modelP : Module.End ℂ (EuclideanSpace ℂ (Fin 3)) := matOp !![1, 0, 0; 0, 1, 0; 0, 0, 0]

/-- Three-level Hamiltonian with diagonal 2, 1, -1 and coupling `p` of levels one and three. -/
def modelH (p : ℝ) : Module.End ℂ (EuclideanSpace ℂ (Fin 3)) :=
  matOp !![2, 0, (p : ℂ); 0, 1, 0; (p : ℂ), 0, -1]

/-- Transition operator with element 1 between levels one and two, and `s` between levels two
and three. -/
def modelR (s : ℝ) : Module.End ℂ (EuclideanSpace ℂ (Fin 3)) :=
  matOp !![0, 1, 0; 1, 0, (s : ℂ); 0, (s : ℂ), 0]

/-- In the three-level model `modelP` is an orthogonal projection, `modelH p` and `modelR s` are
symmetric, the first two basis vectors are no-pair states of energies 2 and 1, and the matrix
element of `pairCorrection` between them is `p s`. -/
theorem gauge_difference_witness (p s : ℝ) :
    LinearMap.IsSymmetricProjection modelP ∧ LinearMap.IsSymmetric (modelH p) ∧
    LinearMap.IsSymmetric (modelR s) ∧
    NoPairState modelP (modelH p) 2 !₂[1, 0, 0] ∧
    NoPairState modelP (modelH p) 1 !₂[0, 1, 0] ∧
    ⟪(!₂[1, 0, 0] : EuclideanSpace ℂ (Fin 3)),
      pairCorrection modelP (modelH p) (modelR s) !₂[0, 1, 0]⟫_ℂ = p * s := by
  refine ⟨⟨?_, ?_⟩, ?_, ?_, ⟨?_, ?_⟩, ⟨?_, ?_⟩, ?_⟩
  · refine LinearMap.ext fun x => ?_
    ext i
    fin_cases i <;> simp [modelP, matOp, dotProduct, Fin.sum_univ_three]
  · intro x y
    simp [modelP, matOp, PiLp.inner_apply, dotProduct, Fin.sum_univ_three]
  · intro x y
    have h2 : (starRingEnd ℂ) 2 = 2 := by exact_mod_cast Complex.conj_ofReal 2
    simp [modelH, matOp, PiLp.inner_apply, dotProduct, Fin.sum_univ_three]
    linear_combination (y.ofLp 0 * (starRingEnd ℂ) (x.ofLp 0)) * h2
  · intro x y
    simp [modelR, matOp, PiLp.inner_apply, dotProduct, Fin.sum_univ_three]
    ring
  -- the four conditions on the two no-pair states
  iterate 4
    · ext i
      fin_cases i <;>
        simp [modelP, modelH, matOp, dotProduct, Fin.sum_univ_three]
  · simp [pairCorrection, modelP, modelH, modelR, matOp, PiLp.inner_apply, dotProduct,
      Fin.sum_univ_three]

end

end NoPairGauge
```

```lean
#print axioms NoPairGauge.gauge_difference
-- 'NoPairGauge.gauge_difference' depends on axioms: [propext, Classical.choice, Quot.sound]
#print axioms NoPairGauge.gauge_difference_bound
-- 'NoPairGauge.gauge_difference_bound' depends on axioms: [propext, Classical.choice, Quot.sound]
#print axioms NoPairGauge.gauges_agree_iff
-- 'NoPairGauge.gauges_agree_iff' depends on axioms: [propext, Classical.choice, Quot.sound]
```

## Hypotheses, coverage and the steps in Lean

`V` is a complex inner-product space of any dimension, and operators are linear maps from all of `V` to itself. For finite matrices this is no restriction. For the unbounded Dirac Hamiltonian it requires a common domain that H, r and P all map into itself. With a non-orthogonal basis of overlap matrix S, the inner product is x†Sy and the operator belonging to a Hamiltonian matrix M is S⁻¹M.

`LinearMap.IsSymmetricProjection P` says that P is an orthogonal projection, and `LinearMap.IsSymmetric H` says that H is Hermitian. `NoPairState P H E a` holds the two conditions on a state, with a real energy `E`. `pairCorrection` is HQr − rQH. The file does not derive the relation between the commutator and α.

`gauge_difference` is the identity, for every linear r. Its steps `h1` and `h2` evaluate the two terms containing P, and `ring` collects the rest. `gauge_difference_bound` adds the hypothesis that r is symmetric; its `hQ` is the relation ⟨x, Qy⟩ = ⟨Qx, Qy⟩, and `key` writes the correction as two inner products of Q-components.

`residual_orthogonal` and `orthogonal_of_energy_ne` are the two orthogonality statements. `exchange x y` is |x⟩⟨y| + |y⟩⟨x|, and `exchange_symmetric` shows that it is an admissible test operator. In `gauges_agree_iff`, `key` is the residual formula for D(r), which is then applied to the two test operators. The hypothesis `hE`, Ea ≠ Eb, is used there only to obtain ⟨a, b⟩ = 0.

`gauge_difference_witness` checks the three-level model for all real p and s: the operators are symmetric, the two states are no-pair states of energies 2 and 1, and the correction is ps. `matOp` turns a matrix into an operator, and the proof works component by component.

## Symmetry as a rewriting rule

In Mathlib, `LinearMap.IsSymmetric` is the statement that ⟨Tx, y⟩ = ⟨x, Ty⟩ for all x and y. A proof of it can be applied to a vector and used to rewrite, with no need to construct an adjoint. In `h1`, the rewrite `← hH a` moves H from the right slot to a, and `← hP.isSymmetric (H a)` then moves P onto Ha. The expression PHa now stands in the left slot, where `ha.eig` replaces it by Ea a. Taking the scalar out of that slot produces a complex conjugate, which `Complex.conj_ofReal` removes because the energy is real.

## A non-Hermitian H with real eigenvalues

Some effective Hamiltonians are not Hermitian. For the identity it is not enough that H is diagonalisable with real eigenvalues. On ℂ² take P = 1 and

He₁ = 0,  He₂ = e₁ + e₂,

so that the eigenvalues are 0 and 1. Let r exchange e₁ and e₂, and let a = b = e₁ with Ea = Eb = 0. All other hypotheses hold, and Q = 0 makes the correction zero, but

D(r) = ⟨e₁, He₂⟩ − ⟨e₁, rHe₁⟩ = 1.

The step that fails is moving H onto a: e₁ is a right eigenvector of H, but ⟨e₁, Hy⟩ is not 0 for every y. A code with such a Hamiltonian needs a left eigenvector in the bra before it can replace H by an energy there.
